# A nonzero decoupling error lowers the sum of electronic levels when these lie above all positronic levels

Take one electronic level \(a\) and one positronic level \(d\), already exactly decoupled, so that the Hamiltonian is \(\mathrm{diag}(a,d)\). An imperfect decoupling gives, in place of the electronic state \((1,0)\), a state proportional to \((1,y)\). Its normalised energy is

\[ \frac{a+d|y|^2}{1+|y|^2} = a-(a-d)\,p,\qquad p=\frac{|y|^2}{1+|y|^2}. \]

The number \(p\) is the positronic population of the trial state. Each unit of population that moves from \(a\) to \(d\) costs the level \(a-d\), so for \(a>d\) the error always lowers it.

With many levels, \(a\) and \(d\) become Hermitian matrices \(A\) and \(D\), and \(y\) becomes a rectangular matrix \(Y\). The sum of the electronic levels then behaves like the single level above, with \(a-d\) replaced by bounds from the edges of the two spectra. This bears on two-component methods that apply an approximate unitary decoupling and discard the remaining off-diagonal blocks, for a one-electron Hamiltonian in a finite orthonormal basis.

## Blocks, spectra and the trial space

The index type `m` labels electronic basis functions and `n` positronic ones. Thus \(A\) is \(m\times m\), \(D\) is \(n\times n\), and \(Y\) is \(n\times m\).

In Lean 4 with Mathlib:

```lean
import Mathlib

open Matrix
open scoped ComplexOrder

namespace DecouplingError

noncomputable section

variable {m n k l : Type*} [Fintype m] [Fintype n] [Fintype k] [Fintype l] [DecidableEq m]
```

The spectral hypothesis is put in terms of eigenvectors: whenever \(Av=\mu v\) with \(v\neq0\) and \(\mu\) real, \(a\le\mu\le b\). For a Hermitian matrix this covers the whole spectrum.

```lean
/-- Every real eigenvalue of `A` lies in `[a, b]`. -/
def LevelsIn (A : Matrix m m ℂ) (a b : ℝ) : Prop :=
  ∀ (μ : ℝ) (v : m → ℂ), v ≠ 0 → A *ᵥ v = (μ : ℂ) • v → a ≤ μ ∧ μ ≤ b
```

The trial electronic space is spanned by the columns of \(\binom{1}{Y}\). These are not orthonormal; their overlap matrix is

\[ G=\begin{pmatrix}1&Y^\dagger\end{pmatrix}\begin{pmatrix}1\\Y\end{pmatrix}=1+Y^\dagger Y. \]

```lean
/-- The overlap matrix `G = 1 + Yᴴ Y` of the trial electronic basis `(1; Y)`. -/
def metric (Y : Matrix n m ℂ) : Matrix m m ℂ := 1 + Yᴴ * Y
```

The Hamiltonian matrix in the same basis is \(A+Y^\dagger DY\), so the levels solve \((A+Y^\dagger DY)c=\varepsilon Gc\). They are the eigenvalues of \(G^{-1}(A+Y^\dagger DY)\), which the file takes as its definition of the effective Hamiltonian. The sum of the levels, counted with multiplicity, is the trace of this matrix; for exact decoupling, \(Y=0\), it is \(\mathrm{Tr}\,A\).

```lean
/-- The effective electronic Hamiltonian `G⁻¹ (A + Yᴴ D Y)`. -/
def electronicHamiltonian (A : Matrix m m ℂ) (D : Matrix n n ℂ) (Y : Matrix n m ℂ) :
    Matrix m m ℂ := (metric Y)⁻¹ * (A + Yᴴ * D * Y)
```

The projector onto the trial space has the positronic block \(YG^{-1}Y^\dagger\). Its trace is the total positronic population,

\[ p=\mathrm{Tr}(YG^{-1}Y^\dagger)=\mathrm{Tr}(Y^\dagger Y\,G^{-1}). \]

```lean
/-- The admixture `p`, the real part of `Tr (Yᴴ Y G⁻¹)`. -/
def admixture (Y : Matrix n m ℂ) : ℝ := (Yᴴ * Y * (metric Y)⁻¹).trace.re
```

A trial space that contains a purely positronic vector has no such \(Y\) and is excluded from the model.

## Lost and gained weight

For \(v\neq0\), \(v^\dagger Gv=\|v\|^2+\|Yv\|^2>0\), so \(G\) is positive definite and invertible. Expanding \(GG^{-1}=1\) and \(G^{-1}G=1\) gives

\[ G^{-1}+Y^\dagger YG^{-1}=1=G^{-1}+G^{-1}Y^\dagger Y. \]

The inverse is Hermitian because \(G\) is.

```lean
/-- The inverse overlap obeys `G⁻¹ + Yᴴ Y G⁻¹ = 1 = G⁻¹ + G⁻¹ Yᴴ Y` and is Hermitian. -/
theorem metric_inverse (Y : Matrix n m ℂ) :
    (metric Y)⁻¹ + Yᴴ * Y * (metric Y)⁻¹ = 1 ∧ (metric Y)⁻¹ + (metric Y)⁻¹ * (Yᴴ * Y) = 1 ∧
      ((metric Y)⁻¹)ᴴ = (metric Y)⁻¹ := by
  have hpos : (metric Y).PosDef :=
    PosDef.one.add_posSemidef (posSemidef_conjTranspose_mul_self Y)
  have hu : IsUnit (metric Y).det := (Matrix.isUnit_iff_isUnit_det _).1 hpos.isUnit
  refine ⟨?_, ?_, ?_⟩
  · have h := mul_nonsing_inv (metric Y) hu
    nth_rewrite 1 [metric] at h
    rwa [Matrix.add_mul, Matrix.one_mul] at h
  · have h := nonsing_inv_mul (metric Y) hu
    nth_rewrite 2 [metric] at h
    rwa [Matrix.mul_add, Matrix.mul_one] at h
  · rw [conjTranspose_nonsing_inv, hpos.isHermitian.eq]
```

Write \(g=G^{-1}\), \(Q=Y^\dagger Yg\) for the weight lost from the electronic block, and \(R=YgY^\dagger\) for the weight gained by the positronic block. Inserting the two forms of the identity gives

\[ Q=(g+gY^\dagger Y)\,Y^\dagger Yg=(gY^\dagger)(gY^\dagger)^\dagger+(gY^\dagger Y)(gY^\dagger Y)^\dagger, \]
\[ R=Yg\,(g+Y^\dagger Yg)\,Y^\dagger=(Yg)(Yg)^\dagger+(YgY^\dagger)(YgY^\dagger)^\dagger. \]

Both weights are therefore positive semidefinite, and no square root of \(G\) is needed. In the code, `generalize` replaces the inverse by a letter `g` of which only the three properties above are kept.

```lean
/-- The weights `Yᴴ Y G⁻¹` and `Y G⁻¹ Yᴴ` are sums of two terms of the form `C Cᴴ`. -/
theorem weights_eq (Y : Matrix n m ℂ) :
    Yᴴ * Y * (metric Y)⁻¹ = ((metric Y)⁻¹ * Yᴴ) * ((metric Y)⁻¹ * Yᴴ)ᴴ
      + ((metric Y)⁻¹ * (Yᴴ * Y)) * ((metric Y)⁻¹ * (Yᴴ * Y))ᴴ ∧
    Y * (metric Y)⁻¹ * Yᴴ = (Y * (metric Y)⁻¹) * (Y * (metric Y)⁻¹)ᴴ
      + (Y * (metric Y)⁻¹ * Yᴴ) * (Y * (metric Y)⁻¹ * Yᴴ)ᴴ := by
  obtain ⟨hr, hl, hi⟩ := metric_inverse Y
  generalize (metric Y)⁻¹ = g at hr hl hi ⊢
  simp only [conjTranspose_mul, conjTranspose_conjTranspose, hi]
  constructor
  · calc Yᴴ * Y * g = (g + g * (Yᴴ * Y)) * (Yᴴ * Y * g) := by rw [hl, Matrix.one_mul]
      _ = _ := by simp only [Matrix.add_mul, Matrix.mul_assoc]
  · calc Y * g * Yᴴ = Y * g * ((g + Yᴴ * Y * g) * Yᴴ) := by rw [hr, Matrix.one_mul]
      _ = _ := by simp only [Matrix.add_mul, Matrix.mul_add, Matrix.mul_assoc]
```

The effective Hamiltonian is in general not Hermitian, yet its trace is real. Conjugation reverses the product, and cyclicity restores the order:

\[ \overline{\mathrm{Tr}\,[g(A+Y^\dagger DY)]}=\mathrm{Tr}\,[(A+Y^\dagger DY)g]=\mathrm{Tr}\,[g(A+Y^\dagger DY)]. \]

The real parts in the later theorems thus discard nothing.

```lean
/-- For Hermitian `A` and `D` the trace of the effective electronic Hamiltonian is real. -/
theorem trace_real {A : Matrix m m ℂ} {D : Matrix n n ℂ} (hA : A.IsHermitian)
    (hD : D.IsHermitian) (Y : Matrix n m ℂ) : (electronicHamiltonian A D Y).trace.im = 0 := by
  rw [← Complex.conj_eq_iff_im, ← Complex.star_def, ← trace_conjTranspose]
  simp only [electronicHamiltonian, conjTranspose_mul, conjTranspose_add,
    conjTranspose_conjTranspose, hA.eq, hD.eq, (metric_inverse Y).2.2]
  rw [trace_mul_comm, Matrix.mul_assoc Yᴴ D Y]
```

## From eigenvalues to traces

Let the levels of \(A\) be at least \(a\). Then \(A-a\) is positive semidefinite, and so is \(C^\dagger(A-a)C\) for every \(C\). Its trace is nonnegative, hence

\[ 0\le\mathrm{Tr}\,[C^\dagger(A-a)C]=\mathrm{Tr}(ACC^\dagger)-a\,\mathrm{Tr}(CC^\dagger). \]

The positivity of \(A-a\) is where the spectral theorem enters, through the Mathlib lemma `posSemidef_iff_eigenvalues_nonneg`. It says that a Hermitian matrix is positive semidefinite exactly when the numbers in Mathlib's list `eigenvalues` are nonnegative. The hypothesis `LevelsIn` knows nothing of that list; it speaks of arbitrary eigenvectors. The link is `mulVec_eigenvectorBasis`, which supplies for the \(i\)-th number \(\beta_i\) of the shifted matrix a vector \(v_i\) with \((A-a)v_i=\beta_iv_i\). Then \(Av_i=(\beta_i+a)v_i\), the hypothesis yields \(a\le\beta_i+a\), and \(\beta_i\ge0\). The hypothesis also asks for \(v_i\neq0\), which follows from the orthonormality of the basis; `ofLp` turns a vector of Euclidean space into the plain function that `LevelsIn` expects.

```lean
/-- If the levels of a Hermitian `A` lie in `[a, b]`, then `Tr (A C Cᴴ)` is at least
`a Tr (C Cᴴ)`. -/
theorem trace_weight_ge {A : Matrix m m ℂ} (hA : A.IsHermitian) {a b : ℝ}
    (h : LevelsIn A a b) (C : Matrix m k ℂ) :
    a * (C * Cᴴ).trace.re ≤ (A * (C * Cᴴ)).trace.re := by
  have hB : (A - (a : ℂ) • (1 : Matrix m m ℂ)).IsHermitian := by
    unfold Matrix.IsHermitian
    rw [conjTranspose_sub, conjTranspose_smul, conjTranspose_one, hA.eq]
    simp
  -- the shifted matrix `A - a` has no negative eigenvalue
  have hP : (A - (a : ℂ) • (1 : Matrix m m ℂ)).PosSemidef := by
    rw [hB.posSemidef_iff_eigenvalues_nonneg]
    intro i
    have hv := hB.mulVec_eigenvectorBasis i
    have hne : (hB.eigenvectorBasis i).ofLp ≠ 0 := by
      intro h0
      exact hB.eigenvectorBasis.orthonormal.ne_zero i (by ext j; exact congrFun h0 j)
    have h1 := h (hB.eigenvalues i + a) _ hne (by
      rw [Matrix.sub_mulVec, Matrix.smul_mulVec, Matrix.one_mulVec, sub_eq_iff_eq_add] at hv
      rw [hv]
      ext j
      simp [add_mul])
    show (0 : ℝ) ≤ hB.eigenvalues i
    linarith [h1.1]
  have h2 := (Complex.le_def.1 (hP.conjTranspose_mul_mul_same C).trace_nonneg).1
  rw [Matrix.mul_assoc, trace_mul_comm, Matrix.mul_assoc, Matrix.sub_mul, trace_sub,
    Matrix.smul_mul, Matrix.one_mul, trace_smul, smul_eq_mul, Complex.sub_re,
    Complex.re_ofReal_mul, Complex.zero_re] at h2
  linarith
```

For a weight \(W=CC^\dagger+EE^\dagger\) the lower bounds add up to \(a\,\mathrm{Tr}\,W\le\mathrm{Tr}(AW)\). The levels of \(-A\) lie in \([-b,-a]\), so the same inequality for \(-A\) reads \(-b\,\mathrm{Tr}\,W\le-\mathrm{Tr}(AW)\), which is the upper bound.

```lean
/-- If the levels of a Hermitian `A` lie in `[a, b]` and `W = C Cᴴ + E Eᴴ`, then `Tr (A W)`
lies between `a Tr W` and `b Tr W`. -/
theorem weight_bounds {A W : Matrix m m ℂ} (hA : A.IsHermitian) {a b : ℝ}
    (h : LevelsIn A a b) {C : Matrix m k ℂ} {E : Matrix m l ℂ} (hW : W = C * Cᴴ + E * Eᴴ) :
    a * W.trace.re ≤ (A * W).trace.re ∧ (A * W).trace.re ≤ b * W.trace.re := by
  -- the upper bound is the lower bound for `-A`
  have hn : LevelsIn (-A) (-b) (-a) := fun μ v hv e => by
    rw [Matrix.neg_mulVec] at e
    have h1 := h (-μ) v hv (by rw [Complex.ofReal_neg, neg_smul, ← e, neg_neg])
    exact ⟨by linarith [h1.2], by linarith [h1.1]⟩
  have h3 := trace_weight_ge hA.neg hn C
  have h4 := trace_weight_ge hA.neg hn E
  rw [Matrix.neg_mul, trace_neg, Complex.neg_re] at h3 h4
  rw [hW, Matrix.mul_add, trace_add, trace_add, Complex.add_re, Complex.add_re]
  exact ⟨by linarith [trace_weight_ge hA h C, trace_weight_ge hA h E], by linarith⟩
```

## The lowering and its bounds

Since \(1=g+Q\), we have \(\mathrm{Tr}\,A=\mathrm{Tr}(Ag)+\mathrm{Tr}(AQ)\). Cyclicity gives \(\mathrm{Tr}(gY^\dagger DY)=\mathrm{Tr}(DR)\). Subtracting,

\[ \mathrm{Tr}\,A-\mathrm{Tr}\,[g(A+Y^\dagger DY)]=\mathrm{Tr}(AQ)-\mathrm{Tr}(DR). \]

This is an identity for any square \(A\) and \(D\), Hermitian or not. In the code, `h1` and `h2` are the two trace relations, and `linear_combination` does the subtraction.

```lean
/-- `Tr A` minus the trace of the effective electronic Hamiltonian is
`Tr (A Yᴴ Y G⁻¹) - Tr (D Y G⁻¹ Yᴴ)`. -/
theorem lowering_eq (A : Matrix m m ℂ) (D : Matrix n n ℂ) (Y : Matrix n m ℂ) :
    A.trace - (electronicHamiltonian A D Y).trace =
      (A * (Yᴴ * Y * (metric Y)⁻¹)).trace - (D * (Y * (metric Y)⁻¹ * Yᴴ)).trace := by
  have h1 : A.trace = (A * (metric Y)⁻¹).trace + (A * (Yᴴ * Y * (metric Y)⁻¹)).trace := by
    rw [← trace_add, ← Matrix.mul_add, (metric_inverse Y).1, Matrix.mul_one]
  have h2 : ((metric Y)⁻¹ * (Yᴴ * D * Y)).trace = (D * (Y * (metric Y)⁻¹ * Yᴴ)).trace := by
    calc _ = (((metric Y)⁻¹ * Yᴴ) * (D * Y)).trace := by simp only [Matrix.mul_assoc]
      _ = ((D * Y) * ((metric Y)⁻¹ * Yᴴ)).trace := trace_mul_comm _ _
      _ = _ := by simp only [Matrix.mul_assoc]
  rw [electronicHamiltonian, Matrix.mul_add, trace_add, h2, trace_mul_comm _ A]
  linear_combination h1
```

Now let the levels of \(A\) lie in \([a_1,a_2]\) and those of \(D\) in \([d_1,d_2]\). Because \(\mathrm{Tr}\,Q=\mathrm{Tr}\,R=p\),

\[ a_1p\le\mathrm{Tr}(AQ)\le a_2p,\qquad d_1p\le\mathrm{Tr}(DR)\le d_2p, \]

and therefore

\[ (a_1-d_2)\,p\;\le\;\mathrm{Tr}\,A-\mathrm{Tr}\,[g(A+Y^\dagger DY)]\;\le\;(a_2-d_1)\,p. \]

The theorem states this as membership in the closed interval `Set.Icc`. No gap is assumed yet, so the difference may be negative. For one level of each kind, with the intervals shrunk to points, both bounds reduce to the \((a-d)p\) of the opening example.

```lean
/-- For Hermitian `A` and `D` with levels in `[a₁, a₂]` and `[d₁, d₂]`, `Tr A` minus the trace of
the effective electronic Hamiltonian lies between `(a₁ - d₂) p` and `(a₂ - d₁) p`. -/
theorem lowering_bounds [DecidableEq n] {A : Matrix m m ℂ} {D : Matrix n n ℂ}
    (hA : A.IsHermitian) (hD : D.IsHermitian) {a₁ a₂ d₁ d₂ : ℝ} (ha : LevelsIn A a₁ a₂)
    (hd : LevelsIn D d₁ d₂) (Y : Matrix n m ℂ) :
    A.trace.re - (electronicHamiltonian A D Y).trace.re ∈
      Set.Icc ((a₁ - d₂) * admixture Y) ((a₂ - d₁) * admixture Y) := by
  have key := congrArg Complex.re (lowering_eq A D Y)
  rw [Complex.sub_re, Complex.sub_re] at key
  obtain ⟨h1, h2⟩ := weight_bounds hA ha (weights_eq Y).1
  obtain ⟨h3, h4⟩ := weight_bounds hD hd (weights_eq Y).2
  -- both weights have the trace `p`
  have hT : (Y * (metric Y)⁻¹ * Yᴴ).trace = (Yᴴ * Y * (metric Y)⁻¹).trace := by
    rw [trace_mul_comm, ← Matrix.mul_assoc]
  rw [hT] at h3 h4
  rw [key, admixture, Set.mem_Icc]
  constructor <;> linarith
```

In terms of the singular values \(\sigma_i\) of \(Y\), \(p=\sum_i\sigma_i^2/(1+\sigma_i^2)\), which makes the change second order in a small error; the file neither proves nor uses this formula.

## Strict lowering across the gap

It remains to see that \(p>0\) when \(Y\neq0\). By the decomposition of \(Q\), \(p\) is a sum of two nonnegative traces, the first being \(\mathrm{Tr}(CC^\dagger)\) with \(C=gY^\dagger\). This vanishes only if \(C=0\), and then

\[ Y^\dagger=(g+Y^\dagger Yg)Y^\dagger=C+Y^\dagger YC=0. \]

```lean
/-- The admixture of a nonzero decoupling error is positive. -/
theorem admixture_pos {Y : Matrix n m ℂ} (hY : Y ≠ 0) : 0 < admixture Y := by
  have hr := (metric_inverse Y).1
  rw [admixture, (weights_eq Y).1, trace_add, Complex.add_re]
  generalize (metric Y)⁻¹ = g at hr ⊢
  have hne : g * Yᴴ ≠ 0 := by
    intro h0
    apply hY
    apply conjTranspose_eq_zero.1
    calc Yᴴ = (g + Yᴴ * Y * g) * Yᴴ := by rw [hr, Matrix.one_mul]
      _ = g * Yᴴ + Yᴴ * Y * (g * Yᴴ) := by rw [Matrix.add_mul, Matrix.mul_assoc _ g]
      _ = 0 := by rw [h0, Matrix.mul_zero, add_zero]
  have hp : 0 < ((g * Yᴴ) * (g * Yᴴ)ᴴ).trace :=
    lt_of_le_of_ne (posSemidef_self_mul_conjTranspose _).trace_nonneg
      (fun h => hne (trace_mul_conjTranspose_self_eq_zero_iff.1 h.symm))
  exact add_pos_of_pos_of_nonneg (Complex.lt_def.1 hp).1
    (Complex.le_def.1 (posSemidef_self_mul_conjTranspose _).trace_nonneg).1
```

If \(d_2<a_1\), the lower bound \((a_1-d_2)p\) is positive, and the sum of levels drops strictly. The condition `gap` stands for the separation between the positive-energy and negative-energy solutions of the Dirac equation, roughly \(2mc^2\) (here with \(m\) the electron mass) for weakly bound electrons. It is assumed of the matrices \(A\) and \(D\), not derived from a potential or a basis set.

```lean
/-- For Hermitian `A` and `D` with levels in `[a₁, a₂]` and `[d₁, d₂]` and `d₂ < a₁`, every
nonzero decoupling error strictly lowers the sum of electronic levels. -/
theorem level_sum_lowered [DecidableEq n] {A : Matrix m m ℂ} {D : Matrix n n ℂ}
    (hA : A.IsHermitian) (hD : D.IsHermitian) {a₁ a₂ d₁ d₂ : ℝ} (ha : LevelsIn A a₁ a₂)
    (hd : LevelsIn D d₁ d₂) (gap : d₂ < a₁) {Y : Matrix n m ℂ} (hY : Y ≠ 0) :
    (electronicHamiltonian A D Y).trace.re < A.trace.re := by
  have h := (lowering_bounds hA hD ha hd Y).1
  have hp := mul_pos (sub_pos.2 gap) (admixture_pos hY)
  linarith

end

end DecouplingError
```

The strict inequality in `gap` matters: for \(A=D=0\), both \(1\times1\), every \(Y\) leaves the level at \(0\), so \(d_2\le a_1\) would not be enough. With the levels in reverse order the sum can rise, as \(A=0\), \(D=1\), \(Y=1\) shows with an effective level of \(\tfrac12\).

The sum runs over all electronic levels of the finite matrix, occupied and virtual alike. The theorem makes no statement about a total energy with electron interaction, or about schemes that also approximate the diagonal block itself.

```lean
#print axioms DecouplingError.trace_real
#print axioms DecouplingError.level_sum_lowered
```

```
'DecouplingError.trace_real' depends on axioms: [propext, Classical.choice, Quot.sound]
'DecouplingError.level_sum_lowered' depends on axioms: [propext, Classical.choice, Quot.sound]
```
